# External amplitudes leave the active-space coefficients of a coupled-cluster state unchanged

Suppose a molecule has a few strongly correlated orbitals, and a separate calculation has already supplied the cluster amplitudes within that active space. Tailored coupled cluster keeps those amplitudes fixed and adds further excitations involving the remaining orbitals. The new excitations enter the same exponential as the old ones, so one may ask whether they disturb the active part of the wavefunction. They do not, as long as the state is left unnormalised, with the reference coefficient equal to one. Normalising the full state rescales all its coefficients by a common factor.

## The claim and its derivation

Work in a finite basis of determinants, with operators written as complex matrices. Let $A$ be the active cluster matrix, $X$ the external one, $e_0$ the reference vector and $P$ the matrix that selects the active space. Assume that $A$ and $X$ are nilpotent, that they commute, and that

$$PX=0,\qquad AP=PAP,\qquad Pe_0=e_0 .$$

The first condition says that an external excitation never ends in the active space. The second says that $A$ does not lead out of it, and the third that the reference lies in it. Then

$$P\,e^{A+X}e_0=e^{A}e_0 .$$

Physically $P$ is a projector, but the argument never uses $P^2=P$.

**The external factor.** Let $X^k=0$. Separating the first two terms of the exponential series gives

$$e^X=1+X+X^2R=1+XU,\qquad R=\sum_{i=0}^{k-1}\frac{X^i}{(i+2)!},\qquad U=1+XR .$$

Since $X$ and $R$ commute, $(XR)^k=X^kR^k=0$. Thus $U$ is the identity plus a nilpotent matrix, and is invertible by the terminating geometric series. Now $Pe^X=P+PXU$. If $PX=0$, then $Pe^X=P$. Conversely, $Pe^X=P$ gives $PXU=0$, and cancelling $U$ gives $PX=0$.

**The active factor.** We have $PA^0e_0=e_0$. If $PA^me_0=A^me_0$, then

$$PA^{m+1}e_0=PA(PA^me_0)=(PAP)A^me_0=AP(A^me_0)=A^{m+1}e_0 .$$

So $P$ fixes every term of $e^Ae_0$, and therefore the sum.

**Putting them together.** Because $A$ and $X$ commute, the binomial theorem gives

$$\frac{(A+X)^m}{m!}=\sum_{i+j=m}\frac{X^i}{i!}\frac{A^j}{j!},$$

and summing over $m$ yields $e^{A+X}=e^Xe^A$. Hence

$$Pe^{A+X}e_0=(Pe^X)e^Ae_0=Pe^Ae_0=e^Ae_0 .$$

**Two consequences.** For commuting nilpotent $A$ and $X$, the matrix equation $Pe^{A+X}=Pe^A$ reads $Pe^Xe^A=Pe^A$. Multiplying on the right by $e^{-A}$ reduces it to $Pe^X=P$, which is equivalent to $PX=0$.

Next, let $H$ be any matrix and $E$ any complex number, and write $\psi=e^{A+X}e_0$ and $\phi=e^Ae_0$. Since $P\psi=\phi=P\phi$,

$$PHP\psi=PH\phi=PHP\phi .$$

The equations $PHP\psi=E\,P\psi$ and $PHP\phi=E\phi$ are therefore the same equation.

## The formal development

The type `n` labels the determinants and may be any finite type.

```lean
import Mathlib

open Matrix

namespace TailoredCoupledCluster

noncomputable section

variable {n : Type*} [Fintype n] [DecidableEq n]
```

A cluster state is a matrix exponential applied to a vector. In Lean, `*ᵥ` is the matrix–vector product.

```lean
/-- The coupled-cluster state `exp(T) e0` of a nilpotent cluster matrix `T`, with the
exponential given by its terminating series. -/
def ccState (T : Matrix n n ℂ) (e0 : n → ℂ) : n → ℂ := IsNilpotent.exp T *ᵥ e0
```

`IsNilpotent.exp` is a finite sum with rational coefficients. The definition accepts any matrix `T`, but it represents the usual exponential only when `T` is nilpotent. The vector `e0` need not be a single determinant, and nothing is normalised.

The first lemma is the factorisation $e^X=1+XU$.

```lean
/-- The exponential of a nilpotent cluster matrix is `1 + X U` with `U` invertible. -/
theorem exp_eq_one_add_mul_unit {X : Matrix n n ℂ} (hX : IsNilpotent X) :
    ∃ U : Matrix n n ℂ, IsUnit U ∧ IsNilpotent.exp X = 1 + X * U := by
  obtain ⟨k, hk⟩ := hX
  have h2 : X ^ (k + 2) = 0 := by rw [pow_add, hk, zero_mul]
  -- the part of the series beyond the linear term is `X * (X * R)`
  let R : Matrix n n ℂ := ∑ i ∈ Finset.range k, ((i + 1 + 1).factorial : ℚ)⁻¹ • X ^ i
  have hXR : Commute X R :=
    Commute.sum_right _ _ _ (fun i _ => ((Commute.refl X).pow_right i).smul_right _)
  have hnil : IsNilpotent (X * R) := ⟨k, by rw [hXR.mul_pow, hk, zero_mul]⟩
  refine ⟨1 + X * R, hnil.isUnit_one_add, ?_⟩
  have hs : ∑ i ∈ Finset.range k, ((i + 1 + 1).factorial : ℚ)⁻¹ • X ^ (i + 1 + 1)
      = X * (X * R) := by
    simp only [R, Finset.mul_sum, mul_smul_comm, pow_succ']
  rw [IsNilpotent.exp_eq_sum h2, Finset.sum_range_succ', Finset.sum_range_succ', hs]
  simp only [zero_add, pow_one, pow_zero, Nat.factorial_zero, Nat.factorial_one,
    Nat.cast_one, inv_one, one_smul, mul_add, mul_one]
  abel
```

The proof contains a reusable technique. `IsNilpotent.exp_eq_sum` accepts any exponent at which the power vanishes, not just the smallest. Supplying `k + 2` guarantees at least two terms, and two uses of `Finset.sum_range_succ'` then split off $1$ and $X$ without a case distinction. The invertibility of $U$ comes from `hnil.isUnit_one_add`.

```lean
/-- For nilpotent `X`, `P exp(X) = P` holds exactly when `P X = 0`; if `P` is the
active-space projector, the latter says that no output of `X` has a component
in the active space. -/
theorem proj_mul_exp_iff {P X : Matrix n n ℂ} (hX : IsNilpotent X) :
    P * IsNilpotent.exp X = P ↔ P * X = 0 := by
  obtain ⟨U, hU, h⟩ := exp_eq_one_add_mul_unit hX
  rw [h, mul_add, mul_one, ← mul_assoc]
  constructor
  · intro hp
    have h0 : P * X * U = 0 := add_left_cancel (hp.trans (add_zero P).symm)
    exact hU.mul_right_cancel (by rw [h0, zero_mul])
  · intro hp
    rw [hp, zero_mul, add_zero]
```

Here `hU.mul_right_cancel` removes $U$ from $PXU=0$. The other direction is substitution.

```lean
/-- Active excitations acting on an active reference produce a state that lies entirely
in the active space. -/
theorem active_state_stays {P A : Matrix n n ℂ} {e0 : n → ℂ} (hA : IsNilpotent A)
    (hAP : A * P = P * A * P) (he : P *ᵥ e0 = e0) :
    P *ᵥ ccState A e0 = ccState A e0 := by
  -- every power of `A` keeps the reference in the active space
  have hpow : ∀ k : ℕ, P *ᵥ (A ^ k *ᵥ e0) = A ^ k *ᵥ e0 := by
    intro k
    induction k with
    | zero => simpa using he
    | succ k ih =>
      have key : A ^ (k + 1) *ᵥ e0 = A *ᵥ (A ^ k *ᵥ e0) := by
        rw [pow_succ', Matrix.mulVec_mulVec]
      rw [key]
      calc P *ᵥ (A *ᵥ (A ^ k *ᵥ e0)) = P *ᵥ (A *ᵥ (P *ᵥ (A ^ k *ᵥ e0))) := by rw [ih]
        _ = (P * A * P) *ᵥ (A ^ k *ᵥ e0) := by
            simp only [Matrix.mulVec_mulVec, mul_assoc]
        _ = (A * P) *ᵥ (A ^ k *ᵥ e0) := by rw [hAP]
        _ = A *ᵥ (A ^ k *ᵥ e0) := by rw [← Matrix.mulVec_mulVec, ih]
  obtain ⟨k, hk⟩ := hA
  rw [ccState, IsNilpotent.exp_eq_sum hk]
  simp only [Matrix.sum_mulVec, Matrix.mulVec_sum, Matrix.smul_mulVec,
    Matrix.mulVec_smul, hpow]
```

In this lemma `hpow` is the induction on powers, and its `calc` block follows the chain of equalities above. The final `simp only` distributes $P$ over the finite series and applies `hpow` to each term.

```lean
/-- For commuting nilpotent `A`, `X` with `P X = 0`, `A P = P A P` and `P e0 = e0`, the
external amplitudes leave the active-space part of the coupled-cluster state
untouched: `P exp(A + X) e0 = exp(A) e0`. -/
theorem active_part_of_tailored_state {P A X : Matrix n n ℂ} {e0 : n → ℂ}
    (hA : IsNilpotent A) (hX : IsNilpotent X) (hAX : Commute A X)
    (hPX : P * X = 0) (hAP : A * P = P * A * P) (he : P *ᵥ e0 = e0) :
    P *ᵥ ccState (A + X) e0 = ccState A e0 := by
  -- factorise the exponential and let `P` absorb the external factor
  rw [ccState, add_comm A X, IsNilpotent.exp_add_of_commute hAX.symm hX hA,
    Matrix.mulVec_mulVec, ← mul_assoc, (proj_mul_exp_iff hX).2 hPX,
    ← Matrix.mulVec_mulVec]
  exact active_state_stays hA hAP he
```

This is the main theorem. The hypotheses `hPX`, `hAP` and `he` are the three displayed conditions, and `hAX` is commutation. The rewrite exchanges the summands so that $e^X$ stands next to $P$, absorbs it by the previous equivalence, and leaves the statement about $e^Ae_0$.

```lean
/-- For commuting nilpotent matrices `A` and `X`, adding `X` to `A` leaves the active components of
`exp(A)` unchanged on all states if and only if `P X = 0`. -/
theorem active_part_unchanged_iff {P A X : Matrix n n ℂ}
    (hA : IsNilpotent A) (hX : IsNilpotent X) (hAX : Commute A X) :
    P * IsNilpotent.exp (A + X) = P * IsNilpotent.exp A ↔ P * X = 0 := by
  have hinv : IsNilpotent.exp A * IsNilpotent.exp (-A) = 1 := by
    rw [← IsNilpotent.exp_add_of_commute (Commute.refl A).neg_right hA hA.neg,
      add_neg_cancel, IsNilpotent.exp_eq_sum (k := 1) (by simp)]
    simp
  rw [← proj_mul_exp_iff hX, add_comm A X,
    IsNilpotent.exp_add_of_commute hAX.symm hX hA, ← mul_assoc]
  constructor
  · intro h
    -- cancel the invertible factor `exp(A)`
    have h' := congrArg (fun M => M * IsNilpotent.exp (-A)) h
    simpa only [mul_assoc, hinv, mul_one] using h'
  · intro h
    rw [h]
```

The equivalence compares matrices, and so concerns all input vectors at once. For one particular $e_0$ the active parts may agree even if $PX\neq0$. The auxiliary equation `hinv` supplies the inverse $e^{-A}$ used for the cancellation.

```lean
/-- Under the hypotheses of `active_part_of_tailored_state`, write `ψ = exp(A + X) e0` and
`φ = exp(A) e0`. For any matrix `H` and complex `E`, `P H P ψ = E P ψ` holds if and only if
`P H P φ = E φ`. -/
theorem active_eigenproblem_iff {P A X : Matrix n n ℂ} {e0 : n → ℂ}
    (hA : IsNilpotent A) (hX : IsNilpotent X) (hAX : Commute A X)
    (hPX : P * X = 0) (hAP : A * P = P * A * P) (he : P *ᵥ e0 = e0)
    (H : Matrix n n ℂ) (E : ℂ) :
    (P * H * P) *ᵥ ccState (A + X) e0 = E • (P *ᵥ ccState (A + X) e0) ↔
      (P * H * P) *ᵥ ccState A e0 = E • ccState A e0 := by
  have e : ∀ w : n → ℂ, (P * H * P) *ᵥ w = (P * H) *ᵥ (P *ᵥ w) := by
    intro w
    rw [Matrix.mulVec_mulVec]
  rw [e (ccState (A + X) e0), e (ccState A e0),
    active_part_of_tailored_state hA hX hAX hPX hAP he, active_state_stays hA hAP he]
```

The local equation `e` regroups $PHP\,w$ as $PH(Pw)$, after which the two earlier theorems make both sides identical. `H` is not required to be Hermitian. The theorem transfers the active-space equation between the two states; it does not say that either state solves it, nor does it determine $X$ or the total energy.

## A model with four determinants

Label the determinants $0,1,2,3$: reference, active excited, external excited, both excited. The active amplitude is $t$ and the external amplitude is $s$.

```lean
/-- Active excitation with amplitude `t` in the basis (reference, active excited,
external excited, both excited). -/
def activeExc (t : ℂ) : Matrix (Fin 4) (Fin 4) ℂ :=
  !![0, 0, 0, 0; t, 0, 0, 0; 0, 0, 0, 0; 0, 0, t, 0]

/-- External excitation with amplitude `s` in the same four-determinant basis. -/
def externalExc (s : ℂ) : Matrix (Fin 4) (Fin 4) ℂ :=
  !![0, 0, 0, 0; 0, 0, 0, 0; s, 0, 0, 0; 0, s, 0, 0]

/-- Projector onto the two determinants without external excitation. -/
def activeProj : Matrix (Fin 4) (Fin 4) ℂ :=
  !![1, 0, 0, 0; 0, 1, 0, 0; 0, 0, 0, 0; 0, 0, 0, 0]
```

The next theorem verifies the conditions of the main theorem for every $t$ and $s$, entry by entry.

```lean
/-- The four-determinant model meets all conditions on the active and external cluster
matrices, for arbitrary amplitudes `t` and `s`. -/
theorem active_part_of_tailored_state_witness (t s : ℂ) :
    IsNilpotent (activeExc t) ∧ IsNilpotent (externalExc s) ∧
    Commute (activeExc t) (externalExc s) ∧ activeProj * externalExc s = 0 ∧
    activeExc t * activeProj = activeProj * activeExc t * activeProj ∧
    activeProj *ᵥ ![1, 0, 0, 0] = ![1, 0, 0, 0] := by
  refine ⟨⟨2, ?_⟩, ⟨2, ?_⟩, ?_, ?_, ?_, ?_⟩
  · rw [pow_two]
    ext i j
    fin_cases i <;> fin_cases j <;> simp [activeExc, Matrix.mul_apply, Fin.sum_univ_succ]
  · rw [pow_two]
    ext i j
    fin_cases i <;> fin_cases j <;> simp [externalExc, Matrix.mul_apply, Fin.sum_univ_succ]
  · show activeExc t * externalExc s = externalExc s * activeExc t
    ext i j
    fin_cases i <;> fin_cases j <;>
      simp [activeExc, externalExc, Matrix.mul_apply, Fin.sum_univ_succ, mul_comm]
  · ext i j
    fin_cases i <;> fin_cases j <;>
      simp [activeProj, externalExc, Matrix.mul_apply, Fin.sum_univ_succ]
  · ext i j
    fin_cases i <;> fin_cases j <;>
      simp [activeProj, activeExc, Matrix.mul_apply, Fin.sum_univ_succ]
  · ext i
    fin_cases i <;> simp [activeProj, Matrix.mulVec, dotProduct, Fin.sum_univ_succ]
```

By hand, $(A+X)e_0=(0,t,s,0)$ and $(A+X)^2e_0=(0,0,0,2ts)$, while the third power gives zero. The state is therefore $(1,t,s,ts)$. For $t=3/4$ and $s=4/3$,

$$e^{A+X}e_0=(1,\tfrac34,\tfrac43,1),\qquad Pe^{A+X}e_0=(1,\tfrac34,0,0)=e^Ae_0 .$$

The norm of the full state is $25/12$, so its normalised coefficients are $(0.48,0.36,0.64,0.48)$. The active state alone normalises to $(0.8,0.6,0,0)$. What survives normalisation is the ratio $4:3$ of the active coefficients, not their absolute values. "Unchanged" refers to the convention in which the reference coefficient is kept at one.

## What happens without commutation

Excitation operators defined from one reference determinant commute, so ordinary tailored coupled cluster meets this condition. For general matrices it can fail, and the conclusion with it. In a three-determinant model, let $X$ take determinant $0$ to the external determinant $2$, and let $A$ take $2$ to the active determinant $1$. Every condition except commutation holds, yet a path through the external space now returns to the active space.

```lean
/-- Without commutation the active coefficients can change: here `P X = 0`, `A P = P A P`
and `A² = X² = 0`, yet the active part of the state is `(1, 1/2, 0)` and not `(1, 0, 0)`. -/
theorem commutation_needed :
    let P : Matrix (Fin 3) (Fin 3) ℂ := !![1, 0, 0; 0, 1, 0; 0, 0, 0]
    let A : Matrix (Fin 3) (Fin 3) ℂ := !![0, 0, 0; 0, 0, 1; 0, 0, 0]
    let X : Matrix (Fin 3) (Fin 3) ℂ := !![0, 0, 0; 0, 0, 0; 1, 0, 0]
    A ^ 2 = 0 ∧ X ^ 2 = 0 ∧ P * X = 0 ∧ A * P = P * A * P ∧
    P *ᵥ ccState (A + X) ![1, 0, 0] = ![1, 1 / 2, 0] ∧
    ccState A ![1, 0, 0] = ![1, 0, 0] := by
  intro P A X
  have hA : A ^ 2 = 0 := by
    rw [pow_two]
    ext i j
    fin_cases i <;> fin_cases j <;> simp [A, Matrix.mul_apply, Fin.sum_univ_succ]
  have hS2 : (A + X) ^ 2 = !![0, 0, 0; 1, 0, 0; 0, 0, 0] := by
    rw [pow_two]
    ext i j
    fin_cases i <;> fin_cases j <;> simp [A, X, Matrix.mul_apply, Fin.sum_univ_succ]
  have hS3 : (A + X) ^ 3 = 0 := by
    rw [pow_succ, hS2]
    ext i j
    fin_cases i <;> fin_cases j <;> simp [A, X, Matrix.mul_apply, Fin.sum_univ_succ]
  -- the two exponentials, summed explicitly
  have hexpS : IsNilpotent.exp (A + X) = !![1, 0, 0; 1 / 2, 1, 1; 1, 0, 1] := by
    rw [IsNilpotent.exp_eq_sum hS3, Finset.sum_range_succ, Finset.sum_range_succ,
      Finset.sum_range_one, hS2]
    ext i j
    fin_cases i <;> fin_cases j <;> simp [A, X, Nat.factorial, Rat.smul_def]
  have hexpA : IsNilpotent.exp A = !![1, 0, 0; 0, 1, 1; 0, 0, 1] := by
    rw [IsNilpotent.exp_eq_sum hA, Finset.sum_range_succ, Finset.sum_range_one]
    ext i j
    fin_cases i <;> fin_cases j <;> simp [A, Nat.factorial]
  refine ⟨hA, ?_, ?_, ?_, ?_, ?_⟩
  · rw [pow_two]
    ext i j
    fin_cases i <;> fin_cases j <;> simp [X, Matrix.mul_apply, Fin.sum_univ_succ]
  · ext i j
    fin_cases i <;> fin_cases j <;> simp [P, X, Matrix.mul_apply, Fin.sum_univ_succ]
  · ext i j
    fin_cases i <;> fin_cases j <;> simp [P, A, Matrix.mul_apply, Fin.sum_univ_succ]
  · rw [ccState, hexpS]
    ext i
    fin_cases i <;> simp [P, Matrix.mulVec, dotProduct, Fin.sum_univ_succ]
  · rw [ccState, hexpA]
    ext i
    fin_cases i <;> simp [Matrix.mulVec, dotProduct, Fin.sum_univ_succ]

end

end TailoredCoupledCluster
```

The term $\tfrac12(A+X)^2e_0$ contributes $\tfrac12$ to determinant $1$. The full state is $(1,\tfrac12,1)$, or $(\tfrac23,\tfrac13,\tfrac23)$ when normalised, whereas $e^Ae_0=(1,0,0)$. The ratio of the active coefficients has changed, so rescaling cannot repair the difference. In the proof, `hS3` shows that $A+X$ is still nilpotent, and `hexpS` and `hexpA` evaluate the two exponentials explicitly.

```lean
#print axioms TailoredCoupledCluster.active_part_of_tailored_state
-- 'TailoredCoupledCluster.active_part_of_tailored_state' depends on axioms: [propext, Classical.choice, Quot.sound]
#print axioms TailoredCoupledCluster.active_part_unchanged_iff
-- 'TailoredCoupledCluster.active_part_unchanged_iff' depends on axioms: [propext, Classical.choice, Quot.sound]
#print axioms TailoredCoupledCluster.active_eigenproblem_iff
-- 'TailoredCoupledCluster.active_eigenproblem_iff' depends on axioms: [propext, Classical.choice, Quot.sound]
#print axioms TailoredCoupledCluster.commutation_needed
-- 'TailoredCoupledCluster.commutation_needed' depends on axioms: [propext, Classical.choice, Quot.sound]
```

## Another choice of exponential

One could define the state with the convergent exponential series for arbitrary matrices. On paper, the main identity then survives without nilpotency, because its argument works term by term. The converse does not: for $X=2\pi i\,1$ one has $e^X=1$, so $Pe^X=P$ even when $PX\neq0$. Nilpotency is a sufficient condition for $U$ to be invertible and so rules this out. It is not the only one: with the convergent series, $U$ is invertible whenever no eigenvalue of $X$ is a nonzero integer multiple of $2\pi i$.

## In a calculation

A tailored coupled-cluster program can convert active-space configuration-interaction coefficients into amplitudes, after dividing by the reference coefficient, which must be nonzero. It then holds the active amplitudes fixed while iterating the external ones, for instance by setting the active block of each update to zero. For excitation operators defined from one reference determinant in a finite orbital basis, the theorem says that these iterations leave $e^Ae_0$ intact as the active part of the state. If $A$ is truncated to single and double excitations, $e^Ae_0$ may already differ from the original active-space wavefunction, and it is the truncated state that is preserved.

A direct check is to expand the exponential in a small determinant space and compare the active coefficients before and after adding $X$. In exact arithmetic they should agree without any rescaling.
